# A shift of the energy zero can reverse the sign of the Heitler-London exchange element, but not change the singlet-triplet gap

A program that reads the sign of a magnetic coupling off an exchange matrix element of the full Hamiltonian can predict a singlet ground state with one energy zero and a triplet with another. This happens when the two magnetic orbitals overlap. The energy difference between the two spin states has no such ambiguity.

## What a constant does to X and to the gap

Let a and b be real normalized orbitals with overlap s = ⟨a, b⟩ and 0 < |s| < 1. Write ab for the product state with particle 1 in a and particle 2 in b, and let H be the two-particle Hamiltonian. Define

X = ⟨ab, H ba⟩
gap = E(ab − ba) − E(ab + ba), with E(v) = ⟨v, H v⟩ / ⟨v, v⟩

The first energy is the triplet's and the second the singlet's, so a positive gap puts the singlet lower. Both are energies of Heitler-London states, which leave out the ionic products aa and bb. Replacing H by H + c gives

X → X + c s²
gap → gap

The choice c = −2X/s² turns X into −X. Here X contains the whole Hamiltonian; it is not the Coulomb exchange integral that often carries the same name.

## Constants that differ between programs

Nuclear repulsion and frozen-core energies are constants that one program includes in H and another adds at the end. For two electrons in two overlapping orbitals, expanded in a finite basis, such programs can disagree on X and still agree on the gap. A simple check is to add c to H: the gap should stay fixed and X should move by c s².

For a symmetric, swap-symmetric H with Q = ⟨ab, H ab⟩, the gap equals 2(Q s² − X)/(1 − s⁴), where the shifts of Q and X cancel; this formula is a side calculation, not a checked statement.

## From product overlaps to the shift

Overlaps of product states factorize:

⟨ab, cd⟩ = ⟨a, c⟩⟨b, d⟩

Hence ⟨ab, ab⟩ = ⟨ba, ba⟩ = 1 and ⟨ab, ba⟩ = s², so

⟨ab ± ba, ab ± ba⟩ = 1 ± s² ± s² + 1 = 2(1 ± s²)

Both norms are nonzero for |s| < 1. For any v with nonzero norm,

(⟨v, H v⟩ + c⟨v, v⟩) / ⟨v, v⟩ = E(v) + c

Both energies rise by c, and the gap is unchanged. For the exchange element,

⟨ab, (H + c) ba⟩ = X + c⟨ab, ba⟩ = X + c s²

This is independent of c exactly when s = 0: taking c = 1 forces s² = 0.

X alone does not fix the gap either. Let P swap the particles. For any real x and g, take

H = −(g/2) P + k, with k = (x + g/2)/s²

Since P ba = ab, X = −g/2 + k s² = x. Since P is +1 on ab + ba and −1 on ab − ba, their energies are k − g/2 and k + g/2, and the gap is g.

## The Lean source

```lean
import Mathlib

open Matrix

namespace HeitlerLondonReference

noncomputable section

variable {n : Type*} [Fintype n]

/-- The two-particle product state `ab`: particle 1 in orbital `a`, particle 2 in orbital `b`. -/
def pairState (a b : n → ℝ) : n × n → ℝ := fun p => a p.1 * b p.2

/-- The exchange matrix element `X = ⟨ab, H ba⟩`. -/
def exchange (H : Matrix (n × n) (n × n) ℝ) (a b : n → ℝ) : ℝ :=
  pairState a b ⬝ᵥ (H *ᵥ pairState b a)

/-- The normalized energy `⟨v, H v⟩ / ⟨v, v⟩` of a nonzero two-particle state `v`. -/
def energy (H : Matrix (n × n) (n × n) ℝ) (v : n × n → ℝ) : ℝ :=
  (v ⬝ᵥ (H *ᵥ v)) / (v ⬝ᵥ v)

/-- The Heitler-London gap: the energy of `ab - ba` (triplet) minus that of `ab + ba` (singlet),
for orbitals such that both combinations are nonzero. -/
def gap (H : Matrix (n × n) (n × n) ℝ) (a b : n → ℝ) : ℝ :=
  energy H (pairState a b - pairState b a) - energy H (pairState a b + pairState b a)

/-- The overlap of two product states is the product of the orbital overlaps. -/
theorem pairState_overlap (a b c d : n → ℝ) :
    pairState a b ⬝ᵥ pairState c d = (a ⬝ᵥ c) * (b ⬝ᵥ d) := by
  simp only [dotProduct, pairState, Fintype.sum_prod_type, Finset.sum_mul_sum]
  refine Finset.sum_congr rfl fun i _ => Finset.sum_congr rfl fun j _ => ?_
  ring

/-- For normalized orbitals with overlap `s`, the squared norms of `ab + ba` and `ab - ba`
are `2 (1 + s²)` and `2 (1 - s²)`. -/
theorem heitlerLondon_norms {a b : n → ℝ} (ha : a ⬝ᵥ a = 1) (hb : b ⬝ᵥ b = 1) :
    (pairState a b + pairState b a) ⬝ᵥ (pairState a b + pairState b a)
        = 2 * (1 + (a ⬝ᵥ b) ^ 2) ∧
      (pairState a b - pairState b a) ⬝ᵥ (pairState a b - pairState b a)
        = 2 * (1 - (a ⬝ᵥ b) ^ 2) := by
  constructor
  · simp only [add_dotProduct, dotProduct_add, pairState_overlap, ha, hb, dotProduct_comm b a]
    ring
  · simp only [sub_dotProduct, dotProduct_sub, pairState_overlap, ha, hb, dotProduct_comm b a]
    ring

variable [DecidableEq n]

/-- The operator that swaps the two particles. -/
def swapOp : Matrix (n × n) (n × n) ℝ :=
  Matrix.of fun p q => if q = p.swap then 1 else 0

/-- Adding the constant `c` to `H` adds `c` to the normalized energy of every nonzero state. -/
theorem energy_shift (H : Matrix (n × n) (n × n) ℝ) (c : ℝ) {v : n × n → ℝ}
    (hv : v ⬝ᵥ v ≠ 0) : energy (H + c • 1) v = energy H v + c := by
  unfold energy
  rw [Matrix.add_mulVec, Matrix.smul_mulVec, Matrix.one_mulVec, dotProduct_add,
    dotProduct_smul, smul_eq_mul, add_div, mul_div_cancel_right₀ _ hv]

/-- Adding the constant `c` to `H` adds `c s²` to the exchange matrix element, where `s` is the
overlap of the two orbitals. -/
theorem exchange_shift (H : Matrix (n × n) (n × n) ℝ) (a b : n → ℝ) (c : ℝ) :
    exchange (H + c • 1) a b = exchange H a b + c * (a ⬝ᵥ b) ^ 2 := by
  unfold exchange
  rw [Matrix.add_mulVec, Matrix.smul_mulVec, Matrix.one_mulVec, dotProduct_add,
    dotProduct_smul, smul_eq_mul, pairState_overlap, dotProduct_comm b a]
  ring

/-- For normalized orbitals with `|s| < 1`, the Heitler-London gap does not depend on the
energy zero. -/
theorem gap_shift (H : Matrix (n × n) (n × n) ℝ) {a b : n → ℝ} (ha : a ⬝ᵥ a = 1)
    (hb : b ⬝ᵥ b = 1) (hs : |a ⬝ᵥ b| < 1) (c : ℝ) :
    gap (H + c • 1) a b = gap H a b := by
  obtain ⟨hp, hm⟩ := heitlerLondon_norms ha hb
  obtain ⟨h1, h2⟩ := abs_lt.1 hs
  -- both combinations have nonzero norm, so both energies move by the same `c`
  have hp0 : (pairState a b + pairState b a) ⬝ᵥ (pairState a b + pairState b a) ≠ 0 := by
    rw [hp]; positivity
  have hm0 : (pairState a b - pairState b a) ⬝ᵥ (pairState a b - pairState b a) ≠ 0 := by
    rw [hm]
    have : 0 < (1 - a ⬝ᵥ b) * (1 + a ⬝ᵥ b) := mul_pos (by linarith) (by linarith)
    apply ne_of_gt
    linarith [this, show (1 - a ⬝ᵥ b) * (1 + a ⬝ᵥ b) = 1 - (a ⬝ᵥ b) ^ 2 by ring]
  unfold gap
  rw [energy_shift H c hp0, energy_shift H c hm0]
  ring

/-- For normalized orbitals with overlap `0 < |s| < 1`, the shift `H + c` changes `X` by `c s²`
and leaves the Heitler-London gap unchanged; the shift `c = -2X/s²` turns `X` into `-X`. -/
theorem exchange_sign_is_conventional (H : Matrix (n × n) (n × n) ℝ) {a b : n → ℝ}
    (ha : a ⬝ᵥ a = 1) (hb : b ⬝ᵥ b = 1) (h0 : 0 < |a ⬝ᵥ b|) (h1 : |a ⬝ᵥ b| < 1) :
    (∀ c : ℝ, exchange (H + c • 1) a b = exchange H a b + c * (a ⬝ᵥ b) ^ 2 ∧
        gap (H + c • 1) a b = gap H a b) ∧
      exchange (H + (-2 * exchange H a b / (a ⬝ᵥ b) ^ 2) • 1) a b = -exchange H a b := by
  refine ⟨fun c => ⟨exchange_shift H a b c, gap_shift H ha hb h1 c⟩, ?_⟩
  have hs : (a ⬝ᵥ b) ^ 2 ≠ 0 := pow_ne_zero 2 (abs_pos.1 h0)
  rw [exchange_shift, div_mul_cancel₀ _ hs]
  ring

/-- The exchange matrix element is independent of the energy zero exactly when the two orbitals
are orthogonal. -/
theorem exchange_invariant_iff (H : Matrix (n × n) (n × n) ℝ) (a b : n → ℝ) :
    (∀ c : ℝ, exchange (H + c • 1) a b = exchange H a b) ↔ a ⬝ᵥ b = 0 := by
  constructor
  · intro h
    have h1 := h 1
    rw [exchange_shift] at h1
    exact pow_eq_zero_iff (two_ne_zero) |>.1 (by linarith)
  · intro h c
    rw [exchange_shift, h]
    ring

/-- The swap operator turns `ab` into `ba`. -/
theorem swapOp_pairState (a b : n → ℝ) : swapOp *ᵥ pairState a b = pairState b a := by
  ext p
  simp [swapOp, Matrix.mulVec, dotProduct, pairState, mul_comm]

/-- For fixed normalized orbitals with overlap `0 < |s| < 1`, every pair of real values `x`, `g`
is the exchange element and the Heitler-London gap of some real symmetric `H` that commutes with
the particle swap. -/
theorem exchange_and_gap_independent {a b : n → ℝ} (ha : a ⬝ᵥ a = 1) (hb : b ⬝ᵥ b = 1)
    (h0 : 0 < |a ⬝ᵥ b|) (h1 : |a ⬝ᵥ b| < 1) (x g : ℝ) :
    ∃ H : Matrix (n × n) (n × n) ℝ, H.IsSymm ∧ H * swapOp = swapOp * H ∧
      exchange H a b = x ∧ gap H a b = g := by
  have hs : (a ⬝ᵥ b) ^ 2 ≠ 0 := pow_ne_zero 2 (abs_pos.1 h0)
  have hsymm : (swapOp : Matrix (n × n) (n × n) ℝ)ᵀ = swapOp := by
    ext p q
    have h : p = q.swap ↔ q = p.swap := by
      constructor <;> rintro rfl <;> simp
    exact if_congr h rfl rfl
  -- a multiple of the swap fixes the gap, a constant then adjusts the exchange element
  refine ⟨(-(g / 2)) • swapOp + ((x + g / 2) / (a ⬝ᵥ b) ^ 2) • 1, ?_, ?_, ?_, ?_⟩
  · unfold Matrix.IsSymm
    rw [Matrix.transpose_add, Matrix.transpose_smul, Matrix.transpose_smul,
      Matrix.transpose_one, hsymm]
  · simp only [add_mul, mul_add, smul_mul_assoc, mul_smul_comm, one_mul, mul_one]
  · rw [exchange_shift, div_mul_cancel₀ _ hs]
    unfold exchange
    rw [Matrix.smul_mulVec, swapOp_pairState, dotProduct_smul, pairState_overlap, ha, hb,
      smul_eq_mul]
    ring
  · rw [gap_shift _ ha hb h1]
    obtain ⟨hp, hm⟩ := heitlerLondon_norms ha hb
    obtain ⟨h2, h3⟩ := abs_lt.1 h1
    have hp0 : 2 * (1 + (a ⬝ᵥ b) ^ 2) ≠ 0 := by positivity
    have hm0 : 2 * (1 - (a ⬝ᵥ b) ^ 2) ≠ 0 := by
      have : 0 < (1 - a ⬝ᵥ b) * (1 + a ⬝ᵥ b) := mul_pos (by linarith) (by linarith)
      apply ne_of_gt
      linarith [this, show (1 - a ⬝ᵥ b) * (1 + a ⬝ᵥ b) = 1 - (a ⬝ᵥ b) ^ 2 by ring]
    -- the swap is `+1` on `ab + ba` and `-1` on `ab - ba`
    have ep : swapOp *ᵥ (pairState a b + pairState b a) = pairState a b + pairState b a := by
      rw [Matrix.mulVec_add, swapOp_pairState, swapOp_pairState, add_comm]
    have em : swapOp *ᵥ (pairState a b - pairState b a)
        = -(pairState a b - pairState b a) := by
      rw [Matrix.mulVec_sub, swapOp_pairState, swapOp_pairState, neg_sub]
    unfold gap energy
    rw [Matrix.smul_mulVec, Matrix.smul_mulVec, ep, em, dotProduct_smul, dotProduct_smul,
      dotProduct_neg, hp, hm, smul_eq_mul, smul_eq_mul, mul_neg, neg_div,
      mul_div_cancel_right₀ _ hp0, mul_div_cancel_right₀ _ hm0]
    ring

end

end HeitlerLondonReference
```

```lean
#print axioms HeitlerLondonReference.gap_shift
-- 'HeitlerLondonReference.gap_shift' depends on axioms: [propext, Classical.choice, Quot.sound]
#print axioms HeitlerLondonReference.exchange_sign_is_conventional
-- 'HeitlerLondonReference.exchange_sign_is_conventional' depends on axioms: [propext, Classical.choice, Quot.sound]
#print axioms HeitlerLondonReference.exchange_invariant_iff
-- 'HeitlerLondonReference.exchange_invariant_iff' depends on axioms: [propext, Classical.choice, Quot.sound]
#print axioms HeitlerLondonReference.exchange_and_gap_independent
-- 'HeitlerLondonReference.exchange_and_gap_independent' depends on axioms: [propext, Classical.choice, Quot.sound]
```

## From the matrix model to a molecule

Orbitals are vectors `n → ℝ` over a finite index set, `⬝ᵥ` is their inner product, and `c • 1` is the constant. The main theorem, `exchange_sign_is_conventional`, takes any real matrix `H`; reading `gap` as a singlet-triplet splitting also needs `H` to be symmetric and swap-symmetric. Spin enters only through the labels of the two combinations.

The theorem combines `exchange_shift` and `gap_shift`, then substitutes the special shift, using `h0` to cancel s². `gap_shift` gets its nonzero norms from `heitlerLondon_norms`, which expands the products with `pairState_overlap`. In `exchange_and_gap_independent`, `swapOp` is P, and `ep` and `em` record its two eigenvalues.

The step left to the user is representing the molecule by such vectors and such a matrix. In a non-orthogonal atomic basis, the plain dot product of coefficients is not the overlap, so the coefficients of a and b, and H with them, must first be transformed to an orthonormal basis. This change of basis leaves the overlap s of a and b as it is. The H built from P is an abstract matrix, not a kinetic-plus-Coulomb Hamiltonian, for which X and the gap may be related.

## The nonzero norm behind `mul_div_cancel_right₀`

In `energy_shift`, `add_div` splits the quotient and leaves c⟨v, v⟩/⟨v, v⟩. Mathlib's `mul_div_cancel_right₀` reduces this to c only when given a proof that the denominator is nonzero, here `hv`. For the triplet, that proof comes from |s| < 1: at |s| = 1, ab − ba is the zero vector and has no normalized energy.
